# Banded overlaps of generalized Laguerre polynomials and L-spinor radial components

For real \(a>-1\) take \(L_0=1\) and \(L_2=\tfrac12(a+1)(a+2)-(a+2)x+\tfrac12x^2\). Integrating term by term with \(\Gamma(s+1)=s\,\Gamma(s)\),
\[ \int_0^\infty x^{a+1}e^{-x}L_0L_2\,dx=\Gamma(a+2)\,(a+2)\left[\tfrac{a+1}{2}-(a+2)+\tfrac{a+3}{2}\right]=0 . \]
The bracket is half a second difference of a linear function. In general an \(n\)-th difference annihilates polynomials of degree below \(n\).

## Definitions

```lean
import Mathlib

open MeasureTheory Polynomial

namespace LaguerreBandedOverlap

noncomputable section
```

`rising b k` is \((b)_k=b(b+1)\cdots(b+k-1)\), with \((b)_0=1\).

```lean
/-- Rising product `b (b+1) ... (b+k-1)`. -/
def rising (b : ℝ) (k : ℕ) : ℝ := ∏ i ∈ Finset.range k, (b + i)
```

`laguerre a n` is
\[ L_n=\sum_{j=0}^{n}(-1)^j\,\frac{(a+j+1)_{n-j}}{(n-j)!}\,\frac{x^j}{j!}, \]
so \(L_n(0)=\binom{n+a}{n}\).

```lean
/-- Coefficient `(-1)^j binom(n+a, n-j) / j!` of `x^j` (for `j ≤ n`), with
`binom(n+a, n-j) = (a+j+1)...(a+n) / (n-j)!`. -/
def lagCoeff (a : ℝ) (n j : ℕ) : ℝ :=
  (-1) ^ j * (rising (a + j + 1) (n - j) / ((n - j).factorial : ℝ)) / (j.factorial : ℝ)

/-- Generalized Laguerre polynomial `L_n` with parameter `a`, by its explicit sum. -/
def laguerre (a : ℝ) (n : ℕ) : ℝ[X] :=
  ∑ j ∈ Finset.range (n + 1), monomial j (lagCoeff a n j)
```

For a real polynomial \(p\), `weighted a p` is \(W_a[p]=\int_0^\infty x^ae^{-x}p(x)\,dx\).

```lean
/-- Integral of `x^a exp(-x) p(x)` over `x > 0`. -/
def weighted (a : ℝ) (p : ℝ[X]) : ℝ :=
  ∫ x in Set.Ioi (0 : ℝ), x ^ a * Real.exp (-x) * p.eval x
```

An unnormalised radial L-spinor component is \(f_{c,n}(x)=x^{\gamma}e^{-x/2}P_{c,n}(x)\), where \(P_{c,n}=cL_n-L_{n-1}\), \(P_{c,0}=cL_0\) and \(a=2\gamma\). Here \(x\) is the scaled radius, \(\gamma\) the exponent of \(f_{c,n}\) at the nucleus whenever \(P_{c,n}(0)\ne0\), and \(c\) a free real number standing for the coefficient that distinguishes large from small components. The Dirac spinor contains \(f_{c,n}(x)/x\), so the volume factor \(x^2\) cancels and radial overlaps are integrals of products of these \(f\) over \(dx\), up to the radial scale.

```lean
/-- Polynomial part `c L_n - L_(n-1)` of an L-spinor component, with `a = 2γ` and
no second term for `n = 0`. -/
def lspinorPoly (γ c : ℝ) : ℕ → ℝ[X]
  | 0 => C c * laguerre (2 * γ) 0
  | n + 1 => C c * laguerre (2 * γ) (n + 1) - laguerre (2 * γ) n

/-- Unnormalized radial L-spinor component `x^γ exp(-x/2) (c L_n - L_(n-1))`. -/
def lspinor (γ c : ℝ) (n : ℕ) (x : ℝ) : ℝ :=
  x ^ γ * Real.exp (-x / 2) * (lspinorPoly γ c n).eval x
```

## (a) Monomials

*Task.* For \(a>-1\), natural \(k\) and real \(c\), show that \(W_a[cx^k]\) converges and equals \(c\,\Gamma(a+k+1)\).

*Solution.* For \(x>0\) the integrand is \(c\,e^{-x}x^{s-1}\) with \(s=a+k+1>0\) (steps `e` and `hs`), which is Euler's integral.

```lean
/-- For `a > -1` the weighted integral of `c x^k` converges and equals `c Γ(a+k+1)`. -/
theorem weighted_monomial {a : ℝ} (ha : -1 < a) (k : ℕ) (c : ℝ) :
    IntegrableOn (fun x : ℝ => x ^ a * Real.exp (-x) * (monomial k c).eval x) (Set.Ioi 0) ∧
      weighted a (monomial k c) = c * Real.Gamma (a + k + 1) := by
  have hs : 0 < a + k + 1 := by
    have : (0 : ℝ) ≤ k := Nat.cast_nonneg k
    linarith
  have e : Set.EqOn (fun x : ℝ => c * (Real.exp (-x) * x ^ (a + k + 1 - 1)))
      (fun x : ℝ => x ^ a * Real.exp (-x) * (monomial k c).eval x) (Set.Ioi 0) := by
    intro x hx
    have hx' : 0 < x := hx
    simp only [eval_monomial]
    rw [add_sub_cancel_right, Real.rpow_add hx', Real.rpow_natCast]
    ring
  have h1 : IntegrableOn (fun x : ℝ => c * (Real.exp (-x) * x ^ (a + k + 1 - 1)))
      (Set.Ioi 0) := Integrable.const_mul (Real.GammaIntegral_convergent hs) c
  refine ⟨h1.congr_fun e measurableSet_Ioi, ?_⟩
  rw [Real.Gamma_eq_integral hs]
  exact (setIntegral_congr_fun measurableSet_Ioi e).symm.trans (integral_const_mul _ _)
```

## (b) Convergence

*Task.* For \(a>-1\), show that \(x^ae^{-x}p(x)\) is integrable on \(x>0\) for every real polynomial \(p\).

*Solution.* \(p\) is a finite sum of monomials; use (a) and induct on the sum. Lean gives a non-integrable function the integral zero, which is why (i) and (j) state integrability alongside the vanishing.

```lean
/-- For `a > -1`, `x^a exp(-x) p(x)` is integrable on `x > 0` for every polynomial `p`. -/
theorem weighted_integrable {a : ℝ} (ha : -1 < a) (p : ℝ[X]) :
    IntegrableOn (fun x : ℝ => x ^ a * Real.exp (-x) * p.eval x) (Set.Ioi 0) := by
  refine Polynomial.induction_on' p (fun p q hp hq => ?_)
    (fun k c => (weighted_monomial ha k c).1)
  simp only [eval_add, mul_add]
  exact Integrable.add hp hq
```

## (c) Additivity

*Task.* For \(a>-1\), show \(W_a[p+q]=W_a[p]+W_a[q]\) for polynomials \(p,q\).

*Solution.* Both integrands are integrable by (b).

```lean
/-- For `a > -1` the weighted integral is additive in the polynomial. -/
theorem weighted_add {a : ℝ} (ha : -1 < a) (p q : ℝ[X]) :
    weighted a (p + q) = weighted a p + weighted a q := by
  simp only [weighted, eval_add, mul_add]
  exact integral_add (weighted_integrable ha p) (weighted_integrable ha q)
```

## (d) The finite difference

*Task.* For real \(b\) and \(k\le n\), let \(S(n,k,b)=\sum_{j=0}^n\binom nj(-1)^j(b+j)_k\). Show that \(S=0\) for \(k<n\) and \(S=(-1)^nn!\) for \(k=n\).

*Solution.* Induct on \(n\), from \(S(0,0,b)=1\). Pascal's rule (`P`) gives
\[ S(n+1,k,b)=\sum_{j=0}^n\binom nj(-1)^j\left[(b+j)_k-(b+j+1)_k\right], \]
which vanishes for \(k=0\). For any real \(c\) (`step`),
\[ (c)_{k+1}-(c+1)_{k+1}=(c+1)_k\,[c-(c+1+k)]=-(k+1)(c+1)_k . \]
Hence \(S(n+1,k+1,b)=-(k+1)\,S(n,k,b+1)\), which is \((-1)^{n+1}(n+1)!\) for \(k=n\) and zero for \(k<n\).

```lean
/-- The alternating binomial sum over `j ≤ n` of the rising product `(b+j)_k` is zero for
`k < n` and `(-1)^n n!` for `k = n`. -/
theorem alternating_rising (n : ℕ) : ∀ k ≤ n, ∀ b : ℝ,
    ∑ j ∈ Finset.range (n + 1), (n.choose j : ℝ) * ((-1) ^ j * rising (b + j) k)
      = if k = n then (-1) ^ n * (n.factorial : ℝ) else 0 := by
  induction n with
  | zero =>
    intro k hk b
    obtain rfl : k = 0 := by omega
    simp [rising]
  | succ n ih =>
    -- Pascal's rule peels off one finite difference
    have P : ∀ f : ℕ → ℝ,
        ∑ j ∈ Finset.range (n + 1 + 1), ((n + 1).choose j : ℝ) * ((-1) ^ j * f j)
        = ∑ j ∈ Finset.range (n + 1), (n.choose j : ℝ) * ((-1) ^ j * (f j - f (j + 1))) := by
      intro f
      have h := Finset.sum_choose_succ_mul (fun i _ => (-1 : ℝ) ^ i * f i) n
      rw [← Finset.sum_add_distrib] at h
      refine h.trans (Finset.sum_congr rfl fun j _ => ?_)
      ring
    intro k hk b
    rw [P (fun j => rising (b + j) k)]
    cases k with
    | zero => simp [rising]
    | succ k =>
      -- one difference lowers the degree of the rising product
      have step : ∀ c : ℝ, rising c (k + 1) - rising (c + 1) (k + 1)
          = -((k : ℝ) + 1) * rising (c + 1) k := by
        intro c
        have h1 : rising c (k + 1) = rising (c + 1) k * c := by
          unfold rising
          rw [Finset.prod_range_succ', Nat.cast_zero, add_zero]
          congr 1
          exact Finset.prod_congr rfl fun i _ => by push_cast; ring
        have h2 : rising (c + 1) (k + 1) = rising (c + 1) k * (c + 1 + k) :=
          Finset.prod_range_succ _ _
        rw [h1, h2]
        ring
      calc _ = -((k : ℝ) + 1) * ∑ j ∈ Finset.range (n + 1),
            (n.choose j : ℝ) * ((-1) ^ j * rising (b + 1 + j) k) := by
            rw [Finset.mul_sum]
            refine Finset.sum_congr rfl fun j _ => ?_
            have e1 : b + ((j + 1 : ℕ) : ℝ) = b + j + 1 := by push_cast; ring
            have e2 : b + 1 + (j : ℝ) = b + j + 1 := by ring
            rw [e1, e2, step (b + j)]
            ring
        _ = _ := by
            rw [ih k (by omega) (b + 1)]
            by_cases h : k = n
            · rw [if_pos h, if_pos (show k + 1 = n + 1 by omega), h, Nat.factorial_succ]
              push_cast
              ring
            · rw [if_neg h, if_neg (show ¬ k + 1 = n + 1 by omega), mul_zero]
```

## (e) Degree

*Task.* Show that \(\deg L_n\le n\) and that the \(x^n\) coefficient is \((-1)^n/n!\), for any real \(a\).

*Solution.* The sum stops at \(j=n\), where the rising product is empty.

```lean
/-- `L_n` has degree at most `n`, and its coefficient of `x^n` is `(-1)^n / n!`. -/
theorem laguerre_degree (a : ℝ) (n : ℕ) : (laguerre a n).natDegree ≤ n ∧
    (laguerre a n).coeff n = (-1) ^ n / (n.factorial : ℝ) := by
  have h : ∀ j, (laguerre a n).coeff j
      = if j ∈ Finset.range (n + 1) then lagCoeff a n j else 0 := by
    intro j
    simp [laguerre, coeff_monomial]
  constructor
  · rw [natDegree_le_iff_coeff_eq_zero]
    intro N hN
    have : N ∉ Finset.range (n + 1) := by rw [Finset.mem_range]; omega
    rw [h, if_neg this]
  · rw [h, if_pos (Finset.self_mem_range_succ n)]
    simp [lagCoeff, rising]
```

## (f) Moments

*Task.* For \(a>-1\) and \(k\le n\), show that \(W_a[x^kL_n]\) is \(0\) for \(k<n\) and \((-1)^n\Gamma(a+n+1)\) for \(k=n\).

*Solution.* By (a) and (c), term \(j\) carries \(\Gamma(a+j+1+k)\). With \(\Gamma(s+m)=\Gamma(s)(s)_m\) for \(s>0\) and natural \(m\) (step `G`), this equals \(\Gamma(a+j+1)(a+j+1)_k\), and \(\Gamma(a+j+1)(a+j+1)_{n-j}=\Gamma(a+n+1)\). Therefore
\[ W_a[x^kL_n]=\sum_{j=0}^n\frac{(-1)^j\,\Gamma(a+n+1)\,(a+1+j)_k}{j!\,(n-j)!}=\frac{\Gamma(a+n+1)}{n!}\,S(n,k,a+1), \]
and (d) finishes. The three `calc` lines are the termwise integration, this rearrangement and (d).

```lean
/-- For `a > -1` the integral of `x^a exp(-x) x^k L_n` vanishes for `k < n` and equals
`(-1)^n Γ(a+n+1)` for `k = n`. -/
theorem laguerre_moment {a : ℝ} (ha : -1 < a) {k n : ℕ} (hk : k ≤ n) :
    weighted a (X ^ k * laguerre a n)
      = if k = n then (-1) ^ n * Real.Gamma (a + n + 1) else 0 := by
  have G : ∀ s : ℝ, 0 < s → ∀ m : ℕ, Real.Gamma (s + m) = Real.Gamma s * rising s m := by
    intro s hs m
    induction m with
    | zero => simp [rising]
    | succ m ih =>
      rw [Nat.cast_succ, ← add_assoc, Real.Gamma_add_one (show s + m ≠ 0 by positivity), ih]
      unfold rising
      rw [Finset.prod_range_succ]
      ring
  have F : ∀ m : ℕ, (m.factorial : ℝ) ≠ 0 := fun m => by positivity
  have e : X ^ k * laguerre a n
      = ∑ j ∈ Finset.range (n + 1), monomial (k + j) (lagCoeff a n j) := by
    rw [laguerre, Finset.mul_sum]
    refine Finset.sum_congr rfl fun j _ => ?_
    rw [X_pow_eq_monomial, monomial_mul_monomial, one_mul]
  calc weighted a (X ^ k * laguerre a n)
      = ∑ j ∈ Finset.range (n + 1), weighted a (monomial (k + j) (lagCoeff a n j)) := by
        rw [e]
        exact map_sum (AddMonoidHom.mk' (weighted a) (weighted_add ha)) _ _
    _ = Real.Gamma (a + n + 1) / (n.factorial : ℝ) * ∑ j ∈ Finset.range (n + 1),
          (n.choose j : ℝ) * ((-1) ^ j * rising (a + 1 + j) k) := by
        rw [Finset.mul_sum]
        refine Finset.sum_congr rfl fun j hj => ?_
        have hjn : j ≤ n := Nat.lt_succ_iff.mp (Finset.mem_range.mp hj)
        have hpos : 0 < a + j + 1 := by
          have : (0 : ℝ) ≤ j := Nat.cast_nonneg j
          linarith
        -- both Gamma functions are reduced to Γ(a+j+1)
        have e1 : a + ((k + j : ℕ) : ℝ) + 1 = a + j + 1 + k := by push_cast; ring
        have e2 : a + (n : ℝ) + 1 = a + j + 1 + ((n - j : ℕ) : ℝ) := by
          rw [Nat.cast_sub hjn]; ring
        have e3 : a + 1 + (j : ℝ) = a + j + 1 := by ring
        have f1 := F n
        have f2 := F j
        have f3 := F (n - j)
        rw [(weighted_monomial ha _ _).2, e1, G _ hpos k, e2, G _ hpos (n - j), e3,
          Nat.cast_choose ℝ hjn, lagCoeff]
        field_simp
    _ = _ := by
        rw [alternating_rising n k hk (a + 1)]
        have f1 := F n
        split_ifs
        · field_simp
        · simp
```

## (g) Overlap with a polynomial

*Task.* For \(a>-1\) and \(p=\sum_kp_kx^k\) of degree at most \(n\), show \(W_a[pL_n]=p_n(-1)^n\Gamma(a+n+1)\).

*Solution.* \(W_a[pL_n]=\sum_{k\le n}p_kW_a[x^kL_n]\), constants leaving the integral by `hom`. Only \(k=n\) survives (f).

```lean
/-- For `a > -1` and `deg p ≤ n`, the weighted overlap of `p` with `L_n` is the coefficient
of `x^n` in `p` times `(-1)^n Γ(a+n+1)`. -/
theorem overlap_poly {a : ℝ} (ha : -1 < a) {p : ℝ[X]} {n : ℕ} (hp : p.natDegree ≤ n) :
    weighted a (p * laguerre a n) = p.coeff n * ((-1) ^ n * Real.Gamma (a + n + 1)) := by
  have hom : ∀ (k : ℕ) (c : ℝ), weighted a (monomial k c * laguerre a n)
      = c * weighted a (X ^ k * laguerre a n) := by
    intro k c
    unfold weighted
    rw [← integral_const_mul]
    congr 1
    ext x
    simp only [eval_mul, eval_monomial, eval_pow, eval_X]
    ring
  calc weighted a (p * laguerre a n)
      = weighted a (∑ k ∈ Finset.range (n + 1), monomial k (p.coeff k) * laguerre a n) := by
        rw [← Finset.sum_mul, ← as_sum_range' p (n + 1) (by omega)]
    _ = ∑ k ∈ Finset.range (n + 1), weighted a (monomial k (p.coeff k) * laguerre a n) :=
        map_sum (AddMonoidHom.mk' (weighted a) (weighted_add ha)) _ _
    _ = ∑ k ∈ Finset.range (n + 1),
          if k = n then p.coeff k * ((-1) ^ n * Real.Gamma (a + n + 1)) else 0 := by
        refine Finset.sum_congr rfl fun k hk => ?_
        rw [hom, laguerre_moment ha (Nat.lt_succ_iff.mp (Finset.mem_range.mp hk))]
        split_ifs <;> simp
    _ = _ := by rw [Finset.sum_ite_eq', if_pos (Finset.self_mem_range_succ n)]
```

## (h) The band edge

*Task.* For \(a>-1\) and \(m<n\), show that \(W_{a+1}[L_mL_n]\) is \(-\Gamma(a+n+1)/m!\) if \(n=m+1\) and zero otherwise.

*Solution.* \(W_{a+1}[L_mL_n]=W_a[(xL_m)L_n]\) (`shift`), and \(\deg xL_m\le m+1\le n\) (`hd`), so (g) applies. For \(n=m+1\) the \(x^n\) coefficient is \((-1)^m/m!\), and \((-1)^m(-1)^{m+1}=-1\). For \(n>m+1\) it is zero.

Combining (e) and (g) on paper gives \(W_a[L_n^2]=\Gamma(a+n+1)/n!\), so for polynomials normalised with the weight \(x^ae^{-x}\) the edge value would read \(-\sqrt{(m+1)(a+m+1)}\); the Lean code states neither formula.

```lean
/-- For `a > -1` and `m < n`, the integral of `x^(a+1) exp(-x) L_m L_n` is
`-Γ(a+n+1) / m!` if `n = m + 1` and zero otherwise. -/
theorem band_edge {a : ℝ} (ha : -1 < a) {m n : ℕ} (h : m < n) :
    weighted (a + 1) (laguerre a m * laguerre a n)
      = if n = m + 1 then -Real.Gamma (a + n + 1) / (m.factorial : ℝ) else 0 := by
  -- the extra power of x moves from the weight to L_m
  have shift : weighted (a + 1) (laguerre a m * laguerre a n)
      = weighted a (X * laguerre a m * laguerre a n) := by
    refine setIntegral_congr_fun measurableSet_Ioi fun x hx => ?_
    have hx' : 0 < x := hx
    simp only [eval_mul, eval_X]
    rw [Real.rpow_add_one hx'.ne']
    ring
  have hd : (X * laguerre a m).natDegree ≤ m + 1 := by
    have h1 := natDegree_X_le (R := ℝ)
    have h2 := (laguerre_degree a m).1
    exact natDegree_mul_le.trans (by omega)
  rw [shift, overlap_poly ha (hd.trans h)]
  by_cases hn : n = m + 1
  · rw [if_pos hn]
    subst hn
    have s : (-1 : ℝ) ^ m * (-1) ^ m = 1 := by rw [← mul_pow]; norm_num
    rw [coeff_X_mul, (laguerre_degree a m).2, pow_succ]
    linear_combination (-Real.Gamma (a + ((m + 1 : ℕ) : ℝ) + 1) / (m.factorial : ℝ)) * s
  · have hlt : (X * laguerre a m).natDegree < n := by omega
    rw [if_neg hn, coeff_eq_zero_of_natDegree_lt hlt, zero_mul]
```

## (i) Banded overlap

*Task.* For \(a>-1\) and \(|n-m|>1\), the difference taken in the integers, show that \(x^{a+1}e^{-x}L_nL_m\) is integrable on \(x>0\) with integral zero. The polynomials keep parameter \(a\) while the weight carries \(a+1\).

*Solution.* Integrability is (b) at \(a+1\). Put the smaller index first and apply (h); `lt_abs` separates the two orders. The opening example is \(n=0\), \(m=2\).

```lean
/-- For `a > -1` and `|n - m| > 1`, `x^(a+1) exp(-x) L_n L_m` is integrable on `x > 0`
and its integral vanishes. -/
theorem banded_overlap {a : ℝ} (ha : -1 < a) {n m : ℕ} (h : 1 < |(n : ℤ) - m|) :
    IntegrableOn (fun x : ℝ => x ^ (a + 1) * Real.exp (-x) *
      ((laguerre a n).eval x * (laguerre a m).eval x)) (Set.Ioi 0) ∧
    ∫ x in Set.Ioi (0 : ℝ), x ^ (a + 1) * Real.exp (-x) *
      ((laguerre a n).eval x * (laguerre a m).eval x) = 0 := by
  have hi := weighted_integrable (a := a + 1) (by linarith) (laguerre a n * laguerre a m)
  have key : weighted (a + 1) (laguerre a n * laguerre a m) = 0 := by
    rcases lt_abs.mp h with h | h
    · rw [mul_comm, band_edge ha (show m < n by omega), if_neg (show ¬ n = m + 1 by omega)]
    · rw [band_edge ha (show n < m by omega), if_neg (show ¬ m = n + 1 by omega)]
  simp only [weighted, eval_mul] at hi key
  exact ⟨hi, key⟩
```

## (j) L-spinor components

*Task.* For \(\gamma>-\tfrac12\), any real \(c,d\) and \(|n-m|>1\), show that \(f_{c,n}f_{d,m}\) is integrable with integral zero.

*Solution.* \(f_{c,n}f_{d,m}=x^{2\gamma}e^{-x}P_{c,n}P_{d,m}\) (the last `e`), so the weight is \(x^{2\gamma}\), not \(x^{2\gamma+1}\), and the argument uses (g) instead of (i). Let \(n>m+1\) and \(Q=P_{d,m}\); then \(\deg Q\le m<n-1\) (`hdeg`), and
\[ W_{2\gamma}[QP_{c,n}]=W_{2\gamma}[cQL_n]+W_{2\gamma}[-QL_{n-1}] . \]
By (g) the terms are proportional to the \(x^n\) and \(x^{n-1}\) coefficients of \(Q\), both zero. This is `aux`, which renames \(n\) as `n + 1`. The other order is symmetric.

```lean
/-- For `γ > -1/2`, any coefficients `c`, `d` and `|n - m| > 1`, the product of the L-spinor
components of index `n` and `m` is integrable on `x > 0` with vanishing integral. -/
theorem lspinor_banded {γ : ℝ} (hγ : -1 / 2 < γ) (c d : ℝ) {n m : ℕ}
    (h : 1 < |(n : ℤ) - m|) :
    IntegrableOn (fun x => lspinor γ c n x * lspinor γ d m x) (Set.Ioi 0) ∧
    ∫ x in Set.Ioi (0 : ℝ), lspinor γ c n x * lspinor γ d m x = 0 := by
  have ha : -1 < 2 * γ := by linarith
  have z : ∀ j N, j < N → (laguerre (2 * γ) j).coeff N = 0 := fun j N hj =>
    coeff_eq_zero_of_natDegree_lt ((laguerre_degree _ j).1.trans_lt hj)
  have hdeg : ∀ d m, (lspinorPoly γ d m).natDegree ≤ m := by
    intro d m
    rw [natDegree_le_iff_coeff_eq_zero]
    intro N hN
    cases m with
    | zero => simp [lspinorPoly, z 0 N hN]
    | succ m => simp [lspinorPoly, z _ N hN, z m N (by omega)]
  -- both Laguerre terms are orthogonal to polynomials of degree below n - 1
  have aux : ∀ (c : ℝ) (Q : ℝ[X]) (n : ℕ), Q.natDegree + 1 < n →
      weighted (2 * γ) (Q * lspinorPoly γ c n) = 0 := by
    intro c Q n hQ
    obtain ⟨n, rfl⟩ : ∃ k, n = k + 1 := ⟨n - 1, by omega⟩
    have e : Q * lspinorPoly γ c (n + 1)
        = C c * Q * laguerre (2 * γ) (n + 1) + -Q * laguerre (2 * γ) n := by
      rw [lspinorPoly]; ring
    have h1 : (C c * Q).natDegree ≤ n + 1 := (natDegree_C_mul_le c Q).trans (by omega)
    have h2 : (-Q).natDegree ≤ n := by rw [natDegree_neg]; omega
    have c1 : Q.coeff n = 0 := coeff_eq_zero_of_natDegree_lt (by omega)
    have c2 : Q.coeff (n + 1) = 0 := coeff_eq_zero_of_natDegree_lt (by omega)
    rw [e, weighted_add ha, overlap_poly ha h1, overlap_poly ha h2]
    simp [c1, c2]
  have key : weighted (2 * γ) (lspinorPoly γ c n * lspinorPoly γ d m) = 0 := by
    have := hdeg c n
    have := hdeg d m
    rcases lt_abs.mp h with h | h
    · rw [mul_comm (lspinorPoly γ c n)]
      exact aux _ _ _ (by omega)
    · exact aux _ _ _ (by omega)
  have e : Set.EqOn (fun x : ℝ => x ^ (2 * γ) * Real.exp (-x) *
      (lspinorPoly γ c n * lspinorPoly γ d m).eval x)
      (fun x => lspinor γ c n x * lspinor γ d m x) (Set.Ioi 0) := by
    intro x hx
    have hx' : 0 < x := hx
    have he : Real.exp (-x) = Real.exp (-x / 2) * Real.exp (-x / 2) := by
      rw [← Real.exp_add]; congr 1; ring
    simp only [lspinor, eval_mul]
    rw [two_mul γ, Real.rpow_add hx', he]
    ring
  exact ⟨(weighted_integrable ha _).congr_fun e measurableSet_Ioi,
    (setIntegral_congr_fun measurableSet_Ioi e).symm.trans key⟩

end

end LaguerreBandedOverlap
```

```lean
#print axioms LaguerreBandedOverlap.banded_overlap
-- 'LaguerreBandedOverlap.banded_overlap' depends on axioms: [propext, Classical.choice, Quot.sound]
#print axioms LaguerreBandedOverlap.lspinor_banded
-- 'LaguerreBandedOverlap.lspinor_banded' depends on axioms: [propext, Classical.choice, Quot.sound]
```

## In a calculation

For a one-electron Dirac–Coulomb atom with a point nucleus, \(\gamma=\sqrt{\kappa^2-(\alpha Z)^2}\), with \(\kappa\) the relativistic angular quantum number, \(Z\) the nuclear charge and \(\alpha\) the fine-structure constant. For \(\alpha Z<|\kappa|\) this \(\gamma\) is real and positive, and (j) makes the radial overlap matrix of the L-spinor components tridiagonal when all functions share one \(\gamma\) and one radial scale. Since \(c\) and \(d\) are free for each pair, they may depend on the index, and normalisation constants leave the zeros unchanged. The large–large and small–small overlap blocks are also symmetric, so each is fixed by its diagonal and first off-diagonal.

The theorems do not give the L-spinor entries inside the band or the physical coefficients \(c\). Kinetic balance between the components, angular parts and the Dirac Hamiltonian matrix do not enter them.
